# For an incident wave with tGu = μu and |μ| ≥ 1, the multiple-scattering series of amplitudes converges exactly when the detected wave is orthogonal to the incident one

In a complex inner product space, let G be a bounded linear operator, t a complex number and u an incident wave satisfying tGu = μu with |μ| ≥ 1. The theorem says that, for any detected wave v, the amplitudes t⟨v, ψₙ⟩ of the partial sums ψₙ = Σ_{k<n} (tG)ᵏu converge as n → ∞ if and only if ⟨v, u⟩ = 0. Neither wave need be normalised; if both are non-zero, the amplitude for normalised waves is the one here divided by ‖u‖‖v‖, which does not affect convergence. For the forward direction, the attempt notes that successive amplitudes differ by μⁿt⟨v, u⟩, which must tend to zero yet is never smaller in modulus than t⟨v, u⟩, so t⟨v, u⟩ = 0, and if t = 0 the eigenvalue equation forces u = 0. Conversely, if ⟨v, u⟩ = 0, every partial amplitude is zero.

This version doesn't compile in Lean 4 with Mathlib:

```lean
import Mathlib

open Filter Topology Finset

namespace AmplitudeConvergesIff

noncomputable section

variable {E : Type*} [NormedAddCommGroup E] [InnerProductSpace ℂ E]

/-- The wave obtained from the first `n` terms of the multiple-scattering series,
the sum of `(tG)^k u` over `k < n`. -/
def partialWave (t : ℂ) (G : E →L[ℂ] E) (u : E) (n : ℕ) : E :=
  ∑ k ∈ range n, ((t • G) ^ k) u

/-- The scattering amplitude `t⟨v, ψ⟩` of a wave `ψ` into the detected wave `v`. -/
def amplitude (t : ℂ) (v ψ : E) : ℂ := t * inner ℂ v ψ

/-- If `tGu = μu` with `|μ| ≥ 1`, the series of amplitudes into `v` for the incident wave `u`
converges exactly when the detected wave `v` is orthogonal to `u`. -/
theorem amplitude_converges_iff {t μ : ℂ} {G : E →L[ℂ] E} {u : E}
    (hu : (t • G) u = μ • u) (hμ : 1 ≤ ‖μ‖) (v : E) :
    (∃ a, Tendsto (fun n => amplitude t v (partialWave t G u n)) atTop (𝓝 a))
      ↔ inner ℂ v u = 0 := by
  have hpow : ∀ m : ℕ, ((t • G) ^ m) u = (μ ^ m) • u := by
    intro m
    induction m with
    | zero => simp
    | succ m ih =>
      have e : ((t • G) ^ (m + 1)) u = (t • G) (((t • G) ^ m) u) := by
        rw [pow_succ']; rfl
      rw [e, ih, map_smul, hu, smul_smul, pow_succ]
  constructor
  · rintro ⟨a, ha⟩
    -- successive amplitudes must approach each other
    have hd := ((ha.comp (tendsto_add_atTop_nat 1)).sub ha).norm
    rw [sub_self, norm_zero] at hd
    have hle : ‖t * inner ℂ v u‖ ≤ 0 := by
      refine ge_of_tendsto' hd fun n => ?_
      have e : amplitude t v (partialWave t G u (n + 1)) - amplitude t v (partialWave t G u n)
          = μ ^ n * (t * inner ℂ v u) := by
        unfold amplitude partialWave
        rw [sum_range_succ, inner_add_right, hpow, inner_smul_right]
        ring
      change _ ≤ ‖amplitude t v (partialWave t G u (n + 1))
        - amplitude t v (partialWave t G u n)‖
      rw [e, norm_mul, norm_pow]
      exact le_mul_of_one_le_left (norm_nonneg _) (one_le_pow₀ hμ)
    rcases mul_eq_zero.mp (norm_le_zero_iff.mp hle) with ht | hv
    · -- without scattering, the eigenvalue equation forces u = 0
      have hμ0 : μ ≠ 0 := norm_pos_iff.mp (one_pos.trans_le hμ)
      rw [ht, zero_smul] at hu
      have h0 : μ • u = 0 := hu.symm
      rw [(smul_eq_zero.mp h0).resolve_left hμ0, inner_zero_right]
    · exact hv
  · intro hv
    refine ⟨0, ?_⟩
    have e : ∀ n, amplitude t v (partialWave t G u n) = 0 := by
      intro n
      unfold amplitude partialWave
      rw [inner_sum, sum_eq_zero, mul_zero]
      intro k _
      rw [hpow, inner_smul_right, hv, mul_zero]
    simp only [e]
    exact tendsto_const_nhds

end

end AmplitudeConvergesIff
```

The compiler's answer:

```
Main.lean:47:23: error: Tactic `rewrite` failed: Did not find an occurrence of the pattern
  ‖?a ^ ?n‖
in the target expression
  ‖t‖ * ‖inner ℂ v u‖ ≤ ‖μ ^ n * (t * inner ℂ v u)‖

E : Type u_1
inst✝¹ : NormedAddCommGroup E
inst✝ : InnerProductSpace ℂ E
t μ : ℂ
G : E →L[ℂ] E
u : E
hu : (t • G) u = μ • u
hμ : 1 ≤ ‖μ‖
v : E
hpow : ∀ (m : ℕ), ((t • G) ^ m) u = μ ^ m • u
a : ℂ
ha : Tendsto (fun n => amplitude t v (partialWave t G u n)) atTop (𝓝 a)
hd :
  Tendsto
    (fun x =>
      ‖((fun n => amplitude t v (partialWave t G u n)) ∘ fun a => a + 1) x - amplitude t v (partialWave t G u x)‖)
    atTop (𝓝 0)
n : ℕ
e : amplitude t v (partialWave t G u (n + 1)) - amplitude t v (partialWave t G u n) = μ ^ n * (t * inner ℂ v u)
⊢ ‖t‖ * ‖inner ℂ v u‖ ≤ ‖μ ^ n * (t * inner ℂ v u)‖
```

Diagnosis. The error arises at `norm_pow`, but the trouble starts one rewrite earlier. After `rw [e]` the goal has a norm of a product on each side: `‖t * inner ℂ v u‖` on the left and `‖μ ^ n * (t * inner ℂ v u)‖` on the right. Without arguments, `norm_mul` could match either, and `rw` settled on the left one. That fixed the factors as `t` and `inner ℂ v u`, so the right-hand norm, whose factors are different, was left whole. The goal in the message shows this: the left side is split and the right is not. There is then no norm of a power for `norm_pow` to rewrite, since `μ ^ n` is still inside the norm of a product.

Writing `norm_mul (μ ^ n)` fixes the first factor, so only the right-hand norm matches. It becomes `‖μ ^ n‖ * ‖t * inner ℂ v u‖`, and `norm_pow` turns `‖μ ^ n‖` into `‖μ‖ ^ n`. The left side stays whole, so the goal has the form x ≤ ‖μ‖ⁿ · x, which the next line proves with `le_mul_of_one_le_left`.

The repair, with which the file compiles:

```diff
@@ -45,5 +45,5 @@
       change _ ≤ ‖amplitude t v (partialWave t G u (n + 1))
         - amplitude t v (partialWave t G u n)‖
-      rw [e, norm_mul, norm_pow]
+      rw [e, norm_mul (μ ^ n), norm_pow]
       exact le_mul_of_one_le_left (norm_nonneg _) (one_le_pow₀ hμ)
     rcases mul_eq_zero.mp (norm_le_zero_iff.mp hle) with ht | hv
```
